# Every complex unitary matrix is the exponential of an anti-Hermitian matrix

A complex $n\times n$ matrix $U$ is unitary if and only if $U=e^{K}$ for some $K$ with $K^\dagger=-K$. In self-consistent-field theory with a finite set of orthonormal complex orbitals, this means that the parametrisation $C\mapsto Ce^{K}$ of the orbital coefficients $C$ reaches every unitary rotation of that set and always keeps the orbitals orthonormal.

## Angles from a Cayley transform

Write $\mathrm i$ for the imaginary unit and italic $i,j,k$ for indices. Let $U$ be unitary.

**A phase that avoids the spectrum.** For real $t$ the number $w=(t-\mathrm i)/(t+\mathrm i)$ has modulus one, because its numerator is the conjugate of its denominator. Different $t$ give different $w$: cross-multiplying $(s-\mathrm i)/(s+\mathrm i)=(t-\mathrm i)/(t+\mathrm i)$ leaves $2\mathrm i s=2\mathrm i t$. So there are infinitely many unit phases, while $\det(w1-U)$ is a nonzero polynomial in $w$ with finitely many roots. Choose a unit phase $w$ that is not a root and set $z=w^{-1}$. Then $1-zU=z(w1-U)$ is invertible.

**A Hermitian matrix.** Put $W=zU$, which is again unitary, and $H=\mathrm i(1+W)(1-W)^{-1}$. Since $W^\dagger W=1$,
$$(1+W^\dagger)(1-W)=W^\dagger-W=-(1-W^\dagger)(1+W).$$
Multiplying by $(1-W^\dagger)^{-1}$ on the left and $(1-W)^{-1}$ on the right gives
$$(1-W^\dagger)^{-1}(1+W^\dagger)=-(1+W)(1-W)^{-1}.$$
The left side times $-\mathrm i$ is $H^\dagger$, and the right side times $-\mathrm i$ is $H$.

**Diagonalisation.** Write $H=VDV^\dagger$ with $V$ unitary and $D=\mathrm{diag}(d_k)$ real, and let $M=V^\dagger WV$. The relation $H(1-W)=\mathrm i(1+W)$ becomes $D(1-M)=\mathrm i(1+M)$, or in entries
$$(d_i+\mathrm i)M_{ij}=(d_i-\mathrm i)\,\delta_{ij}.$$
As $d_i+\mathrm i\neq0$, $M$ is diagonal with entries $(d_k-\mathrm i)/(d_k+\mathrm i)$. The numbers $c_k=z^{-1}(d_k-\mathrm i)/(d_k+\mathrm i)$ have modulus one, so $c_k=e^{\mathrm i\theta_k}$ with $\theta_k=\arg c_k\in(-\pi,\pi]$, and
$$U=z^{-1}VMV^\dagger=V\,\mathrm{diag}(e^{\mathrm i\theta_k})\,V^\dagger.$$

**The generator.** Let $K=V\,\mathrm{diag}(\mathrm i\theta_k)\,V^\dagger$. Then $K^\dagger=-K$. In each power of $K$ the inner factors $V^\dagger V$ cancel, so the exponential series gives $e^K=U$.

**The converse.** If $K^\dagger=-K$, then $(e^K)^\dagger=e^{K^\dagger}=e^{-K}$. Since $K$ and $-K$ commute, $e^Ke^{-K}=e^0=1$, and $e^K$ is unitary.

The phase $z$ makes the Cayley transform available for every $U$. With $z=1$ and $n\ge1$ the argument already fails for $U=1$, the absence of any rotation, where $1-U=0$ has no inverse. The inverse is also missing whenever $U$ leaves some orbital unchanged, phase included, that is, whenever $1$ is an eigenvalue of $U$.

## The same argument in Lean

The type `n` labels the orbitals and may be any finite type. `Matrix n n ℂ` holds the complex matrices, `ᴴ` is the conjugate transpose, and `unitaryGroup n ℂ` contains the unitary matrices.

```lean
import Mathlib

open Matrix NormedSpace

namespace OrbitalRotationExp

variable {n : Type*} [Fintype n] [DecidableEq n]
```

The Cayley transform is defined for every matrix. Lean assigns the value zero to the inverse of a singular matrix, so the formula has its usual meaning only when $1-W$ is invertible. The theorem `cayley_isHermitian` takes this as a hypothesis, and `exists_phase` supplies it where the transform is applied.

```lean
/-- The Cayley transform `i (1 + W) (1 - W)⁻¹` of a matrix `W` for which `1 - W` is invertible. -/
noncomputable def cayley (W : Matrix n n ℂ) : Matrix n n ℂ :=
  Complex.I • ((1 + W) * (1 - W)⁻¹)
```

The generator takes a frame `V`, whose columns are the orbitals that only acquire phases, and one real angle per column. The definition does not yet require `V` to be unitary.

```lean
/-- The matrix `V diag(i θ) Vᴴ` with frame `V` and real angles `θ`. -/
noncomputable def generator (V : Matrix n n ℂ) (θ : n → ℝ) : Matrix n n ℂ :=
  V * diagonal (fun k => (θ k : ℂ) * Complex.I) * Vᴴ
```

Two small facts about $t\pm\mathrm i$ come first. The denominator is nonzero because its imaginary part is one, and the quotient is a phase by conjugation.

```lean
/-- For real `t` the number `t + i` is nonzero. -/
lemma real_add_I_ne_zero (t : ℝ) : (t : ℂ) + Complex.I ≠ 0 := by
  intro h
  have := congrArg Complex.im h
  simp at this

/-- For real `t` the number `(t - i) / (t + i)` is a pure phase. -/
lemma norm_phase (t : ℝ) : ‖((t : ℂ) - Complex.I) / (t + Complex.I)‖ = 1 := by
  have h : (t : ℂ) - Complex.I = starRingEnd ℂ ((t : ℂ) + Complex.I) := by
    simp [sub_eq_add_neg]
  rw [norm_div, h, RCLike.norm_conj, div_self (norm_ne_zero_iff.2 (real_add_I_ne_zero t))]
```

The choice of $z$ works for any square matrix, unitary or not. `hinf` is the injectivity computation. If every unit phase were a root, the characteristic polynomial would vanish, which contradicts its being monic. The identity `e` is $1-zU=z(w1-U)$ with $z=w^{-1}$.

```lean
/-- For every square matrix `U` there is a unit phase `z` such that `1 - z U` is invertible. -/
theorem exists_phase (U : Matrix n n ℂ) :
    ∃ z : ℂ, ‖z‖ = 1 ∧ IsUnit (1 - z • U : Matrix n n ℂ).det := by
  -- there are infinitely many phases, but only finitely many eigenvalues
  have hinf : Set.Infinite {w : ℂ | ‖w‖ = 1} := by
    refine Set.infinite_of_injective_forall_mem
      (f := fun t : ℝ => ((t : ℂ) - Complex.I) / (t + Complex.I)) ?_ norm_phase
    intro s t h
    dsimp only at h
    rw [div_eq_div_iff (real_add_I_ne_zero s) (real_add_I_ne_zero t)] at h
    have h2 : (s : ℂ) = t :=
      mul_left_cancel₀ (a := 2 * Complex.I) (by simp) (by linear_combination h)
    exact_mod_cast h2
  obtain ⟨w, hw, hroot⟩ : ∃ w : ℂ, ‖w‖ = 1 ∧ U.charpoly.eval w ≠ 0 := by
    by_contra! h
    exact U.charpoly_monic.ne_zero
      (Polynomial.eq_zero_of_infinite_isRoot _ (hinf.mono (fun w hw => h w hw)))
  have hw0 : w ≠ 0 := norm_ne_zero_iff.1 (by rw [hw]; exact one_ne_zero)
  rw [Matrix.eval_charpoly] at hroot
  have e : (1 - w⁻¹ • U : Matrix n n ℂ) = w⁻¹ • (Matrix.scalar n w - U) := by
    rw [smul_sub, Matrix.scalar_apply, ← Matrix.smul_one_eq_diagonal, smul_smul,
      inv_mul_cancel₀ hw0, one_smul]
  refine ⟨w⁻¹, by rw [norm_inv, hw, inv_one], ?_⟩
  rw [e, Matrix.det_smul, isUnit_iff_ne_zero]
  exact mul_ne_zero (pow_ne_zero _ (inv_ne_zero hw0)) hroot
```

In the next theorem `hmid` is the displayed identity for $(1+W^\dagger)(1-W)$: the two sides differ by a multiple of $W^\dagger W-1$. The `calc` block then multiplies by the two inverses.

```lean
/-- The Cayley transform of a unitary matrix `W` with `1 - W` invertible is Hermitian. -/
theorem cayley_isHermitian {W : Matrix n n ℂ} (hW : W ∈ unitaryGroup n ℂ)
    (h1 : IsUnit (1 - W).det) : (cayley W).IsHermitian := by
  have hWW : Wᴴ * W = 1 := mem_unitaryGroup_iff'.1 hW
  have hAB : (1 - W) * (1 - W)⁻¹ = 1 := mul_nonsing_inv _ h1
  have hBA : ((1 - W)⁻¹)ᴴ * (1 - Wᴴ) = 1 := by
    have h := congrArg conjTranspose hAB
    rwa [conjTranspose_mul, conjTranspose_sub, conjTranspose_one] at h
  have hmid : (1 + Wᴴ) * (1 - W) = -((1 - Wᴴ) * (1 + W)) := by
    linear_combination (norm := noncomm_ring) (-2 : ℤ) • hWW
  have h : ((1 - W)⁻¹)ᴴ * (1 + Wᴴ) = -((1 + W) * (1 - W)⁻¹) := by
    calc ((1 - W)⁻¹)ᴴ * (1 + Wᴴ)
        = ((1 - W)⁻¹)ᴴ * ((1 + Wᴴ) * (1 - W)) * (1 - W)⁻¹ := by
          rw [mul_assoc, mul_assoc, hAB, mul_one]
      _ = -((((1 - W)⁻¹)ᴴ * (1 - Wᴴ)) * ((1 + W) * (1 - W)⁻¹)) := by
          rw [hmid, mul_neg, neg_mul]
          simp only [mul_assoc]
      _ = -((1 + W) * (1 - W)⁻¹) := by rw [hBA, one_mul]
  change (Complex.I • ((1 + W) * (1 - W)⁻¹))ᴴ = Complex.I • ((1 + W) * (1 - W)⁻¹)
  rw [conjTranspose_smul, conjTranspose_mul, conjTranspose_add, conjTranspose_one, h,
    Complex.star_def, Complex.conj_I, neg_smul, smul_neg, neg_neg]
```

The spectral form of $U$ follows. `hspec` diagonalises the Cayley transform by Mathlib's spectral theorem for Hermitian matrices, `hD` is $D(1-M)=\mathrm i(1+M)$, and `hMd` solves it entry by entry, with separate cases for $i=j$ and $i\ne j$. `hexp` recovers each $c_k$ from its argument, and the last lines remove $z$.

```lean
/-- Every unitary matrix is `V diag(exp(i θ)) Vᴴ` with `V` unitary and real angles `θ` in
`(-π, π]`. -/
theorem unitary_diagonalisation {U : Matrix n n ℂ} (hU : U ∈ unitaryGroup n ℂ) :
    ∃ V ∈ unitaryGroup n ℂ, ∃ θ : n → ℝ, (∀ k, θ k ∈ Set.Ioc (-Real.pi) Real.pi) ∧
      U = V * diagonal (fun k => Complex.exp (θ k * Complex.I)) * Vᴴ := by
  obtain ⟨z, hz, hdet⟩ := exists_phase U
  have hz0 : z ≠ 0 := norm_ne_zero_iff.1 (by rw [hz]; exact one_ne_zero)
  have hzz : z * star z = 1 := by
    rw [Complex.star_def, Complex.mul_conj, Complex.normSq_eq_norm_sq, hz]
    simp
  have hWU : z • U ∈ unitaryGroup n ℂ := by
    rw [mem_unitaryGroup_iff, star_smul, smul_mul_smul_comm, mem_unitaryGroup_iff.1 hU, hzz,
      one_smul]
  have hH := cayley_isHermitian hWU hdet
  have hrel : cayley (z • U) * (1 - z • U) = Complex.I • (1 + z • U) := by
    rw [cayley, smul_mul_assoc, mul_assoc, nonsing_inv_mul _ hdet, mul_one]
  -- diagonalise the Hermitian Cayley transform
  obtain ⟨V, hV, d, hspec⟩ : ∃ V ∈ unitaryGroup n ℂ, ∃ d : n → ℝ,
      cayley (z • U) = V * diagonal (fun k => (d k : ℂ)) * Vᴴ := by
    refine ⟨(hH.eigenvectorUnitary : Matrix n n ℂ), hH.eigenvectorUnitary.2, hH.eigenvalues, ?_⟩
    have h := hH.spectral_theorem
    rw [Unitary.conjStarAlgAut_apply] at h
    exact h
  have h1 : Vᴴ * V = 1 := mem_unitaryGroup_iff'.1 hV
  have h2 : V * Vᴴ = 1 := mem_unitaryGroup_iff.1 hV
  obtain ⟨M, hM⟩ : ∃ M, M = Vᴴ * (z • U) * V := ⟨_, rfl⟩
  have e1 : 1 - M = Vᴴ * (1 - z • U) * V := by rw [hM, mul_sub, sub_mul, mul_one, h1]
  have e2 : 1 + M = Vᴴ * (1 + z • U) * V := by rw [hM, mul_add, add_mul, mul_one, h1]
  have hD : diagonal (fun k => (d k : ℂ)) * (1 - M) = Complex.I • (1 + M) := by
    calc diagonal (fun k => (d k : ℂ)) * (1 - M)
        = (Vᴴ * V) * diagonal (fun k => (d k : ℂ)) * (Vᴴ * (1 - z • U) * V) := by
          rw [h1, one_mul, e1]
      _ = Vᴴ * ((V * diagonal (fun k => (d k : ℂ)) * Vᴴ) * (1 - z • U)) * V := by
          simp only [mul_assoc]
      _ = Complex.I • (1 + M) := by
          rw [← hspec, hrel, e2, mul_smul_comm, smul_mul_assoc]
  -- entry by entry, the rotation is diagonal in the same frame
  have hMd : M = diagonal (fun k => ((d k : ℂ) - Complex.I) / (d k + Complex.I)) := by
    ext i j
    have h := congrArg (fun A : Matrix n n ℂ => A i j) hD
    simp only [Matrix.diagonal_mul, Matrix.sub_apply, Matrix.smul_apply, Matrix.add_apply,
      smul_eq_mul] at h
    by_cases hij : i = j
    · subst hij
      rw [one_apply_eq] at h
      rw [diagonal_apply_eq, eq_div_iff (real_add_I_ne_zero _)]
      linear_combination -h
    · rw [one_apply_ne hij] at h
      rw [diagonal_apply_ne _ hij]
      have h0 : ((d i : ℂ) + Complex.I) * M i j = 0 := by linear_combination -h
      exact (mul_eq_zero.1 h0).resolve_left (real_add_I_ne_zero _)
  have hWM : z • U = V * M * Vᴴ := by
    calc z • U = (V * Vᴴ) * (z • U) * (V * Vᴴ) := by rw [h2, one_mul, mul_one]
      _ = V * M * Vᴴ := by rw [hM]; simp only [mul_assoc]
  -- remove the auxiliary phase and read off the angles
  let c : n → ℂ := fun k => z⁻¹ * (((d k : ℂ) - Complex.I) / (d k + Complex.I))
  have hexp : ∀ k, Complex.exp ((c k).arg * Complex.I) = c k := by
    intro k
    have hc : ‖c k‖ = 1 := by
      change ‖z⁻¹ * (((d k : ℂ) - Complex.I) / (d k + Complex.I))‖ = 1
      rw [norm_mul, norm_inv, hz, norm_phase, inv_one, one_mul]
    have h := Complex.norm_mul_exp_arg_mul_I (c k)
    rwa [hc, Complex.ofReal_one, one_mul] at h
  have hdiag : diagonal (fun k => Complex.exp ((c k).arg * Complex.I)) = z⁻¹ • M := by
    rw [hMd, ← diagonal_smul]
    exact congrArg diagonal (funext hexp)
  refine ⟨V, hV, fun k => (c k).arg, fun k => Complex.arg_mem_Ioc _, ?_⟩
  rw [hdiag, mul_smul_comm, smul_mul_assoc, ← hWM, smul_smul, inv_mul_cancel₀ hz0, one_smul]
```

The generator is anti-Hermitian for any `V`, since conjugation only changes the sign of $\mathrm i\theta_k$.

```lean
/-- The matrix `V diag(i θ) Vᴴ` with real angles `θ` is anti-Hermitian. -/
theorem generator_antiHermitian (V : Matrix n n ℂ) (θ : n → ℝ) :
    (generator V θ)ᴴ = -generator V θ := by
  have hD : (diagonal (fun k => (θ k : ℂ) * Complex.I))ᴴ =
      -diagonal (fun k => (θ k : ℂ) * Complex.I) := by
    rw [diagonal_conjTranspose, diagonal_neg]
    exact congrArg diagonal (funext fun k => by simp [mul_comm])
  rw [generator, conjTranspose_mul, conjTranspose_mul, conjTranspose_conjTranspose, hD,
    neg_mul, mul_neg, mul_assoc]
```

The formula for its exponential assumes a unitary frame. Without that assumption it can fail: at $\theta=0$ the exponential is $1$, while the formula gives $VV^\dagger$. For unitary $V$ we have $V^\dagger=V^{-1}$, so `Matrix.exp_conj` takes the exponential inside the conjugation and `Matrix.exp_diagonal` applies it to each diagonal entry.

```lean
/-- For unitary `V`, the exponential of `V diag(i θ) Vᴴ` is `V diag(exp(i θ)) Vᴴ`. -/
theorem exp_generator {V : Matrix n n ℂ} (hV : V ∈ unitaryGroup n ℂ) (θ : n → ℝ) :
    NormedSpace.exp (generator V θ) =
      V * diagonal (fun k => Complex.exp (θ k * Complex.I)) * Vᴴ := by
  have h1 : Vᴴ * V = 1 := mem_unitaryGroup_iff'.1 hV
  have h2 : V * Vᴴ = 1 := mem_unitaryGroup_iff.1 hV
  have hv : NormedSpace.exp (fun k => (θ k : ℂ) * Complex.I) =
      fun k => Complex.exp (θ k * Complex.I) := by
    funext k
    rw [Pi.coe_exp, Complex.exp_eq_exp_ℂ]
  rw [generator, ← inv_eq_right_inv h2, Matrix.exp_conj _ _ ⟨⟨V, Vᴴ, h2, h1⟩, rfl⟩,
    Matrix.exp_diagonal, hv]
```

The final theorem joins the two directions. `Kᴴ = -K` says that $K$ is anti-Hermitian, and `NormedSpace.exp K` is the matrix exponential.

```lean
/-- A complex square matrix is unitary if and only if it is the exponential of an
anti-Hermitian matrix. -/
theorem unitary_iff_exp_antiHermitian (U : Matrix n n ℂ) :
    U ∈ unitaryGroup n ℂ ↔ ∃ K : Matrix n n ℂ, Kᴴ = -K ∧ NormedSpace.exp K = U := by
  constructor
  · intro hU
    obtain ⟨V, hV, θ, -, h⟩ := unitary_diagonalisation hU
    exact ⟨generator V θ, generator_antiHermitian V θ, (exp_generator hV θ).trans h.symm⟩
  · rintro ⟨K, hK, rfl⟩
    -- the adjoint of `exp K` is `exp (-K)`, its inverse
    rw [mem_unitaryGroup_iff, star_eq_conjTranspose, ← Matrix.exp_conjTranspose, hK,
      ← Matrix.exp_add_of_commute K (-K) (Commute.refl K).neg_right, add_neg_cancel,
      NormedSpace.exp_zero]

end OrbitalRotationExp
```

```lean
#print axioms OrbitalRotationExp.unitary_iff_exp_antiHermitian
```

```
'OrbitalRotationExp.unitary_iff_exp_antiHermitian' depends on axioms: [propext, Classical.choice, Quot.sound]
```

## Computing with the generator, and its limits

A program can evaluate $e^K$ by the formula of `exp_generator`: diagonalise the Hermitian matrix $-\mathrm iK$ with a Hermitian eigensolver, exponentiate the eigenvalues as $e^{\mathrm i\theta_k}$, and transform back. To recover a $K$ from a given $U$, a complex Schur decomposition supplies a unitary $V$ even when eigenvalues coincide, and the angles are the arguments of the diagonal entries. Near $\theta_k=\pm\pi$ rounding can flip the sign of an angle, so $K$ may jump although $U$ hardly changes.

The theorem gives existence of $K$, not uniqueness: adding $2\pi$ to one angle leaves $U$ the same. It also concerns complex generators. For real orbitals with real antisymmetric $K$ the corresponding statement is false, as the $1\times1$ matrix $U=-1$ shows: the only real antisymmetric $K$ is zero, whereas $K=\mathrm i\pi$ works over the complex numbers.
